# The permanent as a coefficient of a product of linear forms

For a square matrix $A$ over a commutative ring, with rows and columns indexed by the same finite set, the permanent is the coefficient of the product of all variables in a product of linear forms:

$$
\operatorname{perm}(A)=\Big[\prod_j x_j\Big]\;\prod_i\sum_j A_{ij}x_j .
$$

Here $[x^m]\,P$ denotes the coefficient of the monomial $x^m=\prod_j x_j^{m_j}$ in the polynomial $P$. Row $i$ stands for a boson, column $j$ for an output mode, and $A_{ij}$ for the amplitude that boson $i$ leaves in mode $j$.

There is also a version for outputs in which modes are empty or multiply occupied. Let $A$ be rectangular, and let $c$ be an assignment that sends each boson $i$ to a mode $c(i)$. Write $m_j$ for the number of bosons that $c$ sends to mode $j$, and $A^{(c)}$ for the square matrix with entries $A^{(c)}_{il}=A_{i\,c(l)}$, in which column $j$ of $A$ appears $m_j$ times. Then

$$
\operatorname{perm}\big(A^{(c)}\big)=\Big(\prod_j m_j!\Big)\,[x^m]\,G_A,\qquad G_A=\prod_i\sum_j A_{ij}x_j .
$$

## Two routes to a linear-optics amplitude

For an input with a definite number of bosons in each mode, a simulator of non-interacting bosons in a finite linear interferometer can obtain an output amplitude in two ways. It can repeat columns and call a permanent routine, or it can multiply linear forms and read off a coefficient. The identity fixes the factor between the two results.

Neither number is in general the amplitude of a normalised Fock state. Suppose that the bosons enter in distinct modes. Each input creation operator becomes $\sum_j A_{ij}a_j^\dagger$, so the output state is $G_A$ with $x_j$ replaced by $a_j^\dagger$, acting on the vacuum. Since $\prod_j (a_j^\dagger)^{m_j}|0\rangle=\sqrt{\prod_j m_j!}\;|m\rangle$ with $|m\rangle$ normalised, the amplitude is

$$
\langle m|\text{out}\rangle=\sqrt{\prod_j m_j!}\;[x^m]\,G_A=\frac{\operatorname{perm}(A^{(c)})}{\sqrt{\prod_j m_j!}} .
$$

If input mode $p$ holds $s_p$ bosons, its row is repeated $s_p$ times and the amplitude is divided further by $\sqrt{\prod_p s_p!}$.

When no output mode holds more than one boson, all the output factorials equal 1, and a code that confuses the coefficient with the permanent still gives the right answer. A test with a doubly occupied mode and a nonzero coefficient exposes the error. For two bosons, labelled 0 and 1, that both leave in mode $j$, the coefficient is $A_{0j}A_{1j}$, the permanent is $2A_{0j}A_{1j}$, and the normalised amplitude for distinct input modes is $\sqrt2\,A_{0j}A_{1j}$.

## Expanding the product and counting permutations

**Expansion.** Multiplying out $G_A$ means choosing one term from each linear form. A set of choices is a function $f$ from bosons to modes, so

$$
G_A=\sum_f\prod_i A_{i f(i)}x_{f(i)}=\sum_f\Big(\prod_i A_{i f(i)}\Big)x^{\operatorname{occ}(f)},
$$

where $\operatorname{occ}(f)_j$ is the number of bosons $i$ with $f(i)=j$. Collecting equal monomials gives

$$
[x^m]\,G_A=\sum_{f:\,\operatorname{occ}(f)=m}\ \prod_i A_{i f(i)} .
$$

**Equal occupations.** Fix $c$ with $\operatorname{occ}(c)=m$. If $f=c\circ\tau$ for a permutation $\tau$ of the bosons, then $f$ and $c$ have the same occupations, because $\tau$ only relabels the bosons being counted. Conversely, if the occupations agree, then for every mode $j$ the sets $\{i: f(i)=j\}$ and $\{i: c(i)=j\}$ have the same size. Choose a bijection from the first to the second for each $j$. Together these bijections form a permutation $\tau$ with $c(\tau(i))=f(i)$.

**Number of permutations.** Let $f=c\circ\tau$. Every permutation $\sigma$ can be written uniquely as $\sigma=g\tau$, and $c\circ g\circ\tau=c\circ\tau$ holds exactly when $c\circ g=c$. The permutations with $c\circ\sigma=f$ are therefore as numerous as those that fix $c$. A permutation $g$ fixes $c$ exactly when it permutes the bosons within each mode, which it can do in $\prod_j m_j!$ ways.

**Grouping.** The permanent is

$$
\operatorname{perm}(A^{(c)})=\sum_\sigma\prod_i A_{i\,c(\sigma(i))} .
$$

The term for $\sigma$ depends only on $f=c\circ\sigma$. Each $f$ with occupations $m$ arises from $\prod_j m_j!$ permutations, and no other $f$ arises. Hence

$$
\operatorname{perm}(A^{(c)})=\Big(\prod_j m_j!\Big)\sum_{f:\,\operatorname{occ}(f)=m}\prod_i A_{i f(i)}=\Big(\prod_j m_j!\Big)[x^m]\,G_A .
$$

**One boson per mode.** For square $A$ take $c$ to be the identity. Then $A^{(c)}=A$, every $m_j$ is 1, and the first formula follows.

**Two bosons on a beam splitter.** Label rows and columns 0 and 1, and let the rows be $(t,r)$ and $(r,-t)$. Then

$$
(t x_0+r x_1)(r x_0-t x_1)=tr\,x_0^2+(r^2-t^2)\,x_0x_1-tr\,x_1^2 .
$$

The coincidence coefficient $r^2-t^2$ is the sum of the contribution $r\cdot r$ from two reflections and $t\cdot(-t)$ from two transmissions. For the balanced splitter $t=r=1/\sqrt2$ it vanishes, which is Hong–Ou–Mandel interference. Each bunched output then has a normalised amplitude of modulus $\sqrt2\cdot\tfrac12=1/\sqrt2$, hence probability $1/2$.

## The Lean file

```lean
import Mathlib

open Finset MvPolynomial

namespace BosonGeneratingPolynomial

variable {n k R : Type*} [Fintype n] [DecidableEq n] [Fintype k] [DecidableEq k] [CommRing R]

/-- The generating polynomial of a transition matrix: the product over bosons `i` of the
linear forms `∑ j, A i j * x j` in the output-mode variables. -/
noncomputable def genPoly (A : Matrix n k R) : MvPolynomial k R :=
  ∏ i, ∑ j, C (A i j) * X j

/-- The occupation numbers of the output modes when boson `i` goes to mode `f i`. -/
noncomputable def occupation (f : n → k) : k →₀ ℕ :=
  ∑ i, Finsupp.single (f i) 1

omit [DecidableEq n] [Fintype k] in
/-- The occupation of mode `j` is the number of bosons sent to `j`. -/
theorem occupation_apply (f : n → k) (j : k) :
    occupation f j = (univ.filter fun i => f i = j).card := by
  have h := map_sum (Finsupp.applyAddHom j) (fun i => Finsupp.single (f i) (1 : ℕ)) univ
  refine Eq.trans h ?_
  simp [Finsupp.single_apply]

omit [DecidableEq k] in
/-- The generating polynomial is a sum over all assignments of bosons to modes, each giving
the product of its single-boson amplitudes times the monomial of its occupation numbers. -/
theorem genPoly_expand (A : Matrix n k R) :
    genPoly A = ∑ f : n → k, monomial (occupation f) (∏ i, A i (f i)) := by
  have hmon : ∀ (f : n → k) (s : Finset n),
      ∏ i ∈ s, (C (A i (f i)) * X (f i) : MvPolynomial k R) =
        monomial (∑ i ∈ s, Finsupp.single (f i) 1) (∏ i ∈ s, A i (f i)) := by
    intro f s
    induction s using Finset.induction_on with
    | empty => simp
    | insert a s ha ih =>
      rw [prod_insert ha, sum_insert ha, prod_insert ha, ih, C_mul_X_eq_monomial,
        monomial_mul]
  -- choose one term from each linear form
  rw [genPoly, Finset.prod_univ_sum, Fintype.piFinset_univ]
  exact sum_congr rfl fun f _ => hmon f univ

/-- The coefficient of `x ^ m` is the sum of the product amplitudes over all assignments
of bosons to modes with occupation numbers `m`. -/
theorem coeff_genPoly (A : Matrix n k R) (m : k →₀ ℕ) :
    coeff m (genPoly A) =
      ∑ f ∈ univ.filter (fun f : n → k => occupation f = m), ∏ i, A i (f i) := by
  rw [genPoly_expand, coeff_sum, sum_filter]
  refine sum_congr rfl fun f _ => ?_
  rw [coeff_monomial]

omit [DecidableEq n] [Fintype k] in
/-- Two assignments of bosons to modes have the same occupation numbers exactly when they
differ by a permutation of the bosons. -/
theorem occupation_eq_iff (f c : n → k) :
    occupation f = occupation c ↔ ∃ τ : Equiv.Perm n, f = c ∘ τ := by
  constructor
  · intro h
    have hcard : ∀ j, Fintype.card {i // f i = j} = Fintype.card {i // c i = j} := by
      intro j
      rw [Fintype.card_subtype, Fintype.card_subtype, ← occupation_apply,
        ← occupation_apply, h]
    -- match the bosons mode by mode
    let e : ∀ j, {i // f i = j} ≃ {i // c i = j} := fun j => Fintype.equivOfCardEq (hcard j)
    refine ⟨(Equiv.sigmaFiberEquiv f).symm.trans
      ((Equiv.sigmaCongrRight e).trans (Equiv.sigmaFiberEquiv c)), ?_⟩
    funext i
    exact (e (f i) ⟨i, rfl⟩).2.symm
  · rintro ⟨τ, rfl⟩
    exact Equiv.sum_comp τ (fun i => Finsupp.single (c i) 1)

/-- If `f` and `c` have the same occupation numbers `m`, then exactly `∏ j, (m j)!`
permutations of the bosons turn `c` into `f`. -/
theorem card_perm_comp_eq (c f : n → k) (h : occupation f = occupation c) :
    (univ.filter fun σ : Equiv.Perm n => c ∘ σ = f).card =
      ∏ j, (occupation c j).factorial := by
  obtain ⟨τ, rfl⟩ := (occupation_eq_iff f c).1 h
  -- translation by `τ` reduces the count to the permutations that fix `c`
  have e : {g : Equiv.Perm n // c ∘ g = c} ≃ {σ : Equiv.Perm n // c ∘ σ = c ∘ τ} := by
    refine Equiv.subtypeEquiv (Equiv.mulRight τ) fun g => ⟨fun hg => ?_, fun hg => ?_⟩
    · funext i
      exact congrFun hg (τ i)
    · funext i
      obtain ⟨l, rfl⟩ := τ.surjective i
      exact congrFun hg l
  rw [← Fintype.card_subtype, ← Fintype.card_congr e, DomMulAct.stabilizer_card]
  refine prod_congr rfl fun j _ => ?_
  rw [occupation_apply, Fintype.card_subtype]

/-- For bosons leaving in modes `c i` with occupation numbers `m`, the permanent of the matrix
with columns repeated according to `c` is `∏ j, (m j)!` times the coefficient of `x ^ m`
in the generating polynomial. -/
theorem permanent_eq_factorial_mul_coeff (A : Matrix n k R) (c : n → k) :
    (A.submatrix id c).permanent =
      ((∏ j, (occupation c j).factorial : ℕ) : R) * coeff (occupation c) (genPoly A) := by
  rw [coeff_genPoly, ← Matrix.permanent_transpose, Matrix.permanent, mul_sum]
  have hmaps : ∀ σ ∈ (univ : Finset (Equiv.Perm n)),
      c ∘ σ ∈ univ.filter (fun f : n → k => occupation f = occupation c) := by
    intro σ _
    exact mem_filter.2 ⟨mem_univ _, (occupation_eq_iff _ c).2 ⟨σ, rfl⟩⟩
  -- group the permutations by the assignment they produce
  refine (sum_fiberwise_of_maps_to hmaps _).symm.trans (sum_congr rfl fun f hf => ?_)
  rw [← card_perm_comp_eq c f (mem_filter.1 hf).2, ← nsmul_eq_mul, ← sum_const]
  refine sum_congr rfl fun σ hσ => ?_
  rw [← (mem_filter.1 hσ).2]
  rfl

/-- The permanent of a square matrix is the coefficient of the product of all variables,
one boson per output mode, in the product of the linear forms given by the rows. -/
theorem coeff_one_per_mode (A : Matrix n n R) :
    coeff (∑ j, Finsupp.single j 1) (∏ i, ∑ j, C (A i j) * X j) = A.permanent := by
  have h := permanent_eq_factorial_mul_coeff A id
  have hocc : ∀ j : n, occupation (id : n → n) j = 1 := by
    intro j
    rw [occupation_apply]
    simp [Finset.filter_eq']
  simp only [hocc, Nat.factorial_one, prod_const_one, Nat.cast_one, one_mul,
    Matrix.submatrix_id_id] at h
  exact h.symm

/-- For two bosons on a beam splitter with amplitudes `t, r, r, -t`, the coefficient for one boson
in each output mode is `r ^ 2 - t ^ 2`. -/
theorem hong_ou_mandel (t r : R) :
    coeff (∑ j, Finsupp.single j 1) (genPoly !![t, r; r, -t]) = r ^ 2 - t ^ 2 := by
  have hperm : (univ : Finset (Equiv.Perm (Fin 2))) = {1, Equiv.swap 0 1} := by decide
  rw [genPoly, coeff_one_per_mode, Matrix.permanent, hperm, sum_pair (by decide)]
  -- both bosons transmitted, plus both bosons reflected
  simp only [Fin.prod_univ_two, Equiv.Perm.one_apply, Equiv.swap_apply_left,
    Equiv.swap_apply_right, Matrix.of_apply, Matrix.cons_val_zero, Matrix.cons_val_one,
    Matrix.cons_val_fin_one]
  ring

end BosonGeneratingPolynomial
```

```lean
#print axioms BosonGeneratingPolynomial.coeff_one_per_mode
-- 'BosonGeneratingPolynomial.coeff_one_per_mode' depends on axioms: [propext, Classical.choice, Quot.sound]
#print axioms BosonGeneratingPolynomial.hong_ou_mandel
-- 'BosonGeneratingPolynomial.hong_ou_mandel' depends on axioms: [propext, Classical.choice, Quot.sound]
```

## How the Lean statements encode bosons and modes

The types `n` and `k` are the finite sets of bosons and output modes, and `R` is the commutative ring of amplitudes. `genPoly A` is $G_A$, an element of `MvPolynomial k R`: it has one variable `X j` for each mode, and `C` turns a ring element into a constant polynomial. An assignment is a function `n → k`. Its `occupation` has type `k →₀ ℕ`, which is also the type that Mathlib uses for exponents of monomials, so `coeff (occupation c) (genPoly A)` is $[x^m]\,G_A$ with no conversion.

`permanent_eq_factorial_mul_coeff` is the general identity. The matrix `A.submatrix id c` keeps every row and takes column `c l` of `A` as its column `l`; this is $A^{(c)}$. The product of factorials is a natural number, cast into `R`.

`coeff_one_per_mode` is the square case with the product of linear forms written out. Its exponent `∑ j, Finsupp.single j 1` has a 1 for every mode. `hong_ou_mandel` evaluates the coincidence coefficient for `!![t, r; r, -t]`, with `t` and `r` arbitrary elements of `R`.

The row convention matters when a code stores its transfer matrix with outputs as rows. A permanent is unchanged by transposition, but the generating polynomial in general is not, so such a matrix must be transposed before its rows are used as linear forms.

## How the proof follows the derivation

`genPoly_expand` performs the expansion. The lemma `Finset.prod_univ_sum` turns the product of sums into a sum over choices, and an induction over the set of bosons combines the chosen factors into one monomial. `coeff_genPoly` then keeps the assignments with the requested occupation. `occupation_apply` confirms that the occupation, defined as a sum of unit exponents, counts the bosons in a mode.

`occupation_eq_iff` is the statement about equal occupations. For each mode, `Fintype.equivOfCardEq` supplies a bijection between the two sets of bosons, and `Equiv.sigmaFiberEquiv` assembles these bijections into a permutation.

In `card_perm_comp_eq`, `Equiv.mulRight τ` is the translation $g\mapsto g\tau$, and Mathlib's `DomMulAct.stabilizer_card` counts the permutations that fix `c`.

The main theorem expands the coefficient with `coeff_genPoly` and then transposes the matrix, because Mathlib's permanent puts the permutation on the row index while the derivation has it on the column index. `sum_fiberwise_of_maps_to` groups the permutations by the assignment $c\circ\sigma$. Within a group all terms are equal, so the sum is the size of the group times one term.

The square case sets `c` to `id` and simplifies the factorials. The beam-splitter theorem lists the two permutations of `Fin 2` and finishes with `ring`.

## Exact algebra, without unitarity or rounding

The identity holds for every matrix over every commutative ring. Unitarity is not assumed, so a lossy, non-unitary transfer matrix is allowed; its coefficients then describe only the events in which all bosons reach the listed modes. Rows may coincide, which accommodates several bosons in one input mode. With no bosons at all, both sides equal 1.

The physical model enters through the product form of $G_A$: each boson contributes a linear form that does not depend on the others. This describes indistinguishable bosons that do not interact. Interactions between the bosons in general destroy the product form. Partially distinguishable bosons in pure internal states can be treated by including those internal states in the mode labels. A thermal state of the input modes is a mixture of occupation states, so without loss each output probability is a weighted sum of squared moduli of normalised amplitudes, one for each input occupation. The square-root factors for normalised states come from the creation-operator calculation given earlier and are not part of the Lean theorems.

The general identity determines the permanent from the coefficient. To go the other way one must divide by $\prod_j m_j!$, which is harmless over the real or complex numbers but can fail in modular arithmetic. Modulo 2, for instance, any output with a doubly occupied mode has permanent 0, whatever its coefficient.

The equality concerns exact ring elements. Floating-point evaluations of the two sides can differ, since the sums are formed in different orders and may involve strong cancellation. The theorems also say nothing about running time, and the sum over permutations is a definition of the permanent, not a recommended algorithm.

## Starting from Fock space

An alternative model would define creation operators on a bosonic Fock space over $\mathbb C$, transform them linearly, and state the result as an inner product with a normalised occupation state. The factor $1/\sqrt{\prod_j m_j!}$ would then be part of the theorem, and the link between polynomial and quantum state would be proved as well. The price would be the construction of that space and its inner product, and the loss of general commutative rings. The polynomial version also applies to integer and symbolic matrices, which are convenient for checking a permanent routine without rounding error.
